# A per-interval decay rate for exciton valley polarization under randomized exchange precession

Take a bright-exciton valley pseudospin $v=(v_x,v_y,v_z)$, whose $z$ component is the valley polarization. Electron–hole exchange rotates it by an angle $\theta$ about an in-plane axis at angle $\varphi$, after which the $z$ component is

$$v_z\cos\theta+(v_y\cos\varphi-v_x\sin\varphi)\sin\theta .$$

Let the axis be equally likely to lie at $0$, $4\pi/3$ or $8\pi/3$. These three directions are $120^\circ$ apart, so the second term averages to zero and $v_z\cos\theta$ remains. Below, this is extended to $N\ge3$ equally spaced momentum directions and random precession times.

## Precession between scattering events

```lean
import Mathlib

open MeasureTheory Filter Topology Matrix

noncomputable section

namespace ExcitonExchangeDepolarization
```

Rotations about the axis $n=(\cos\varphi,\sin\varphi,0)$ have a generator $K$, a real $3\times3$ matrix. Lean's indices 0, 1, 2 are $x,y,z$.

```lean
/-- Generator of rotations about the in-plane axis `(cos φ, sin φ, 0)`. -/
def generator (φ : ℝ) : Matrix (Fin 3) (Fin 3) ℝ :=
  !![0, 0, Real.sin φ; 0, 0, -Real.cos φ; -Real.sin φ, Real.cos φ, 0]
```

The rotation by $\theta$ is $R_\varphi(\theta)=1+\sin\theta\,K+(1-\cos\theta)K^2$.

```lean
/-- Rotation of the valley pseudospin by the angle `θ` about the in-plane axis at angle `φ`. -/
def rotation (φ θ : ℝ) : Matrix (Fin 3) (Fin 3) ℝ :=
  1 + Real.sin θ • generator φ + (1 - Real.cos θ) • (generator φ * generator φ)
```

The exchange field turns twice as fast as the exciton momentum, so momentum directions $2\pi j/N$, with $j=0,\dots,N-1$, give axes at $\varphi_j=4\pi j/N$.

```lean
/-- Angle `4πj/N` of the exchange field for the `j`-th of `N` momentum directions, `N ≥ 1`. -/
def axisAngle (N j : ℕ) : ℝ := 4 * Real.pi * j / N
```

The precession frequency $W$ stands for the exchange splitting between the two bright-exciton branches at the given nonzero magnitude of the exciton momentum, divided by $\hbar$. It is postulated to be the same for all directions, as for elastic scattering in an isotropic band. Free times $t$ have density $e^{-t/\tau}/\tau$, with mean $\tau>0$. The matrix $M$ (`averagedRotation`) averages each entry of $R_{\varphi_j}(Wt)$ over $j$ and $t$.

```lean
/-- Rotation by `W t` averaged over the `N ≥ 1` axes and over the free time `t`, which has
density `exp(-t/τ)/τ` with `τ > 0`. -/
def averagedRotation (N : ℕ) (W τ : ℝ) : Matrix (Fin 3) (Fin 3) ℝ :=
  Matrix.of fun i k => ∫ t in Set.Ioi (0 : ℝ), Real.exp (-(t / τ)) / τ *
    ((∑ j ∈ Finset.range N, rotation (axisAngle N j) (W * t) i k) / N)
```

Finally, define a rate $\Gamma$, whose meaning emerges in (h). Below, $D=1+W^2\tau^2$.

```lean
/-- The rate `ln(1 + W²τ²)/τ`, for `τ > 0`. -/
def depolarizationRate (W τ : ℝ) : ℝ := Real.log (1 + W ^ 2 * τ ^ 2) / τ
```

## (a) The square of the generator

Show that

$$K^2=\begin{pmatrix}-\sin^2\varphi&\sin\varphi\cos\varphi&0\\ \sin\varphi\cos\varphi&-\cos^2\varphi&0\\0&0&-1\end{pmatrix}.$$

The rows of $K$ are $(0,0,\sin\varphi)$, $(0,0,-\cos\varphi)$ and $(-\sin\varphi,\cos\varphi,0)$. The first two rows of $K^2$ are therefore $\sin\varphi$ and $-\cos\varphi$ times the last row of $K$. The last row of $K^2$ is $(0,0,-\sin^2\varphi-\cos^2\varphi)$. Lean checks the nine entries separately.

```lean
/-- The square of the generator, written out. -/
theorem generator_sq (φ : ℝ) : generator φ * generator φ =
    !![-Real.sin φ ^ 2, Real.sin φ * Real.cos φ, 0;
       Real.sin φ * Real.cos φ, -Real.cos φ ^ 2, 0; 0, 0, -1] := by
  have h := Real.sin_sq_add_cos_sq φ
  ext i k
  fin_cases i <;> fin_cases k <;>
    simp [generator, Matrix.mul_apply, Fin.sum_univ_three] <;> grind
```

## (b) The Bloch equation

Show that $s(t)=R_\varphi(Wt)v$ satisfies

$$\frac{ds}{dt}=W\,n\times s .$$

For any $u$, $n\times u=(\sin\varphi\,u_z,\,-\cos\varphi\,u_z,\,\cos\varphi\,u_y-\sin\varphi\,u_x)=Ku$ (`hcross`). Multiplying (a) by $K$ gives $K^3=-K$ (`hcube`). Hence (`hK`)

$$KR=K+\sin(Wt)K^2-(1-\cos Wt)K=\cos(Wt)K+\sin(Wt)K^2 .$$

Differentiating $R$ directly gives $W$ times the same matrix. `HasDerivAt` states this derivative at every $t$.

```lean
/-- The rotated pseudospin obeys the Bloch equation `ds/dt = W n × s` with
`n = (cos φ, sin φ, 0)`. -/
theorem rotation_bloch (φ W t : ℝ) (v : Fin 3 → ℝ) :
    HasDerivAt (fun t => rotation φ (W * t) *ᵥ v)
      (W • (![Real.cos φ, Real.sin φ, 0] ⨯₃ (rotation φ (W * t) *ᵥ v))) t := by
  have hcross : ∀ u : Fin 3 → ℝ,
      ![Real.cos φ, Real.sin φ, 0] ⨯₃ u = generator φ *ᵥ u := by
    intro u
    ext i
    fin_cases i <;>
      simp [generator, cross_apply, Matrix.mulVec, dotProduct, Fin.sum_univ_three]
    ring
  -- the generator satisfies K³ = -K
  have hcube : generator φ * (generator φ * generator φ) = -generator φ := by
    have h := Real.sin_sq_add_cos_sq φ
    rw [generator_sq]
    ext i k
    fin_cases i <;> fin_cases k <;>
      simp [generator, Matrix.mul_apply, Fin.sum_univ_three] <;> grind
  have hK : generator φ * rotation φ (W * t) = Real.cos (W * t) • generator φ +
      Real.sin (W * t) • (generator φ * generator φ) := by
    rw [rotation, mul_add, mul_add, mul_one, Matrix.mul_smul, Matrix.mul_smul, hcube]
    module
  have hS : HasDerivAt (fun t => Real.sin (W * t)) (W * Real.cos (W * t)) t :=
    ((hasDerivAt_id' t).const_mul W).sin.congr_deriv (by ring)
  have hC : HasDerivAt (fun t => 1 - Real.cos (W * t)) (W * Real.sin (W * t)) t :=
    (((hasDerivAt_id' t).const_mul W).cos.const_sub 1).congr_deriv (by ring)
  have h := ((hS.smul_const (generator φ *ᵥ v)).fun_add
    (hC.smul_const ((generator φ * generator φ) *ᵥ v))).const_add v
  have e : (fun t => rotation φ (W * t) *ᵥ v) = fun t => v +
      (Real.sin (W * t) • (generator φ *ᵥ v) +
        (1 - Real.cos (W * t)) • ((generator φ * generator φ) *ᵥ v)) := by
    funext t
    rw [rotation, Matrix.add_mulVec, Matrix.add_mulVec, Matrix.one_mulVec,
      Matrix.smul_mulVec, Matrix.smul_mulVec, add_assoc]
  rw [hcross, Matrix.mulVec_mulVec, hK, e]
  refine h.congr_deriv ?_
  rw [Matrix.add_mulVec, Matrix.smul_mulVec, Matrix.smul_mulVec, smul_add, smul_smul, smul_smul]
```

## (c) A bound on the oscillation

Show that, for real $a,b,c,x$,

$$|a+b\sin x+c\cos x|\le|a|+|b|+|c| .$$

Use the triangle inequality with $|\sin x|,|\cos x|\le1$.

```lean
/-- A constant plus an oscillation is bounded by the sum of its amplitudes. -/
theorem trig_bound (a b c x : ℝ) :
    |a + b * Real.sin x + c * Real.cos x| ≤ |a| + |b| + |c| := by
  have h1 : |b * Real.sin x| ≤ |b| := by
    rw [abs_mul]
    exact mul_le_of_le_one_right (abs_nonneg _) (Real.abs_sin_le_one x)
  have h2 : |c * Real.cos x| ≤ |c| := by
    rw [abs_mul]
    exact mul_le_of_le_one_right (abs_nonneg _) (Real.abs_cos_le_one x)
  linarith [abs_add_three a (b * Real.sin x) (c * Real.cos x)]
```

## (d) The average over free times

Show that

$$\int_0^\infty\frac{e^{-t/\tau}}{\tau}(a+b\sin Wt+c\cos Wt)\,dt=a+\frac{bW\tau+c}{D}.$$

Put $B=(bW\tau+c)/D$ and $C=(b-cW\tau)/D$, and try

$$F(t)=-e^{-t/\tau}(a+C\sin Wt+B\cos Wt).$$

Its derivative is

$$\frac{e^{-t/\tau}}{\tau}\big[a+(C+W\tau B)\sin Wt+(B-W\tau C)\cos Wt\big].$$

Substitution gives $C+W\tau B=b$ and $B-W\tau C=c$, so $F'$ is the integrand (`hd`). By (c), the integrand is dominated by a decaying exponential (`hint`) and $F\to0$ at infinity (`hlim`). The integral is $-F(0)=a+B$.

```lean
/-- Average of a constant plus an oscillation at frequency `W` over exponentially distributed
free times of mean `τ`. -/
theorem exponential_average (W a b c : ℝ) {τ : ℝ} (hτ : 0 < τ) :
    ∫ t in Set.Ioi (0 : ℝ), Real.exp (-(t / τ)) / τ *
      (a + b * Real.sin (W * t) + c * Real.cos (W * t)) =
    a + (b * (W * τ) + c) / (1 + W ^ 2 * τ ^ 2) := by
  have hD : 1 + W ^ 2 * τ ^ 2 ≠ 0 := by positivity
  obtain ⟨B, hB⟩ : ∃ B, B = (b * (W * τ) + c) / (1 + W ^ 2 * τ ^ 2) := ⟨_, rfl⟩
  obtain ⟨C, hC⟩ : ∃ C, C = (b - c * (W * τ)) / (1 + W ^ 2 * τ ^ 2) := ⟨_, rfl⟩
  -- an explicit antiderivative
  have hd : ∀ x ∈ Set.Ici (0 : ℝ), HasDerivAt
      (fun t => -(Real.exp (-(t / τ)) * (a + C * Real.sin (W * t) + B * Real.cos (W * t))))
      (Real.exp (-(x / τ)) / τ * (a + b * Real.sin (W * x) + c * Real.cos (W * x))) x := by
    intro x _
    have hE := ((hasDerivAt_id' x).div_const τ).fun_neg.exp
    have hs := (((hasDerivAt_id' x).const_mul W).sin.const_mul C).const_add a
    have hc := ((hasDerivAt_id' x).const_mul W).cos.const_mul B
    refine (hE.fun_mul (hs.fun_add hc)).fun_neg.congr_deriv ?_
    rw [hB, hC]
    field_simp
    ring
  have hint : IntegrableOn (fun t => Real.exp (-(t / τ)) / τ *
      (a + b * Real.sin (W * t) + c * Real.cos (W * t))) (Set.Ioi 0) := by
    refine Integrable.mono' (Integrable.mul_const
      (exp_neg_integrableOn_Ioi 0 (one_div_pos.2 hτ)) ((|a| + |b| + |c|) / τ))
      (Continuous.aestronglyMeasurable (by fun_prop)) (ae_of_all _ fun t => ?_)
    have e : -(1 / τ) * t = -(t / τ) := by ring
    rw [e, Real.norm_eq_abs, abs_mul,
      abs_of_pos (by positivity : 0 < Real.exp (-(t / τ)) / τ)]
    calc _ ≤ Real.exp (-(t / τ)) / τ * (|a| + |b| + |c|) :=
          mul_le_mul_of_nonneg_left (trig_bound a b c (W * t)) (by positivity)
      _ = _ := by ring
  have hlim : Tendsto (fun t => -(Real.exp (-(t / τ)) *
      (a + C * Real.sin (W * t) + B * Real.cos (W * t)))) atTop (𝓝 0) := by
    have hE : Tendsto (fun t : ℝ => Real.exp (-(t / τ))) atTop (𝓝 0) :=
      Real.tendsto_exp_neg_atTop_nhds_zero.comp (tendsto_id.atTop_div_const hτ)
    have h0 := hE.mul_const (|a| + |C| + |B|)
    rw [zero_mul] at h0
    refine squeeze_zero_norm (fun t => ?_) h0
    rw [Real.norm_eq_abs, abs_neg, abs_mul, abs_of_pos (Real.exp_pos _)]
    exact mul_le_mul_of_nonneg_left (trig_bound a C B (W * t)) (Real.exp_pos _).le
  rw [integral_Ioi_of_hasDerivAt_of_tendsto' hd hint hlim, ← hB]
  simp
```

## (e) The entries of the averaged matrix

Write $\langle\cdot\rangle$ for the mean over the $N\ge1$ axes. Show that

$$M_{ik}=\delta_{ik}+\frac{W\tau}{D}\langle K_{ik}\rangle+\frac{W^2\tau^2}{D}\langle (K^2)_{ik}\rangle .$$

With $P=\langle K_{ik}\rangle$ and $Q=\langle(K^2)_{ik}\rangle$, the axis mean of the rotation is $\delta_{ik}+Q+P\sin Wt-Q\cos Wt$. Part (d) turns it into $\delta_{ik}+Q+(PW\tau-Q)/D$, and $1-1/D=W^2\tau^2/D$. In the code, `P` and `Q` are the sums before division by `N`, and `key` is the axis mean.

```lean
/-- Each entry of the averaged rotation in terms of the axis averages of the generator and of
its square. -/
theorem averagedRotation_apply {N : ℕ} (hN : N ≠ 0) (W : ℝ) {τ : ℝ} (hτ : 0 < τ)
    (i k : Fin 3) : averagedRotation N W τ i k = (1 : Matrix (Fin 3) (Fin 3) ℝ) i k +
      W * τ / (1 + W ^ 2 * τ ^ 2) *
        ((∑ j ∈ Finset.range N, generator (axisAngle N j) i k) / N) +
      W ^ 2 * τ ^ 2 / (1 + W ^ 2 * τ ^ 2) * ((∑ j ∈ Finset.range N,
        (generator (axisAngle N j) * generator (axisAngle N j)) i k) / N) := by
  have hN' : (N : ℝ) ≠ 0 := Nat.cast_ne_zero.2 hN
  have hD : 1 + W ^ 2 * τ ^ 2 ≠ 0 := by positivity
  obtain ⟨P, hP⟩ : ∃ P, P = ∑ j ∈ Finset.range N, generator (axisAngle N j) i k := ⟨_, rfl⟩
  obtain ⟨Q, hQ⟩ : ∃ Q, Q = ∑ j ∈ Finset.range N,
    (generator (axisAngle N j) * generator (axisAngle N j)) i k := ⟨_, rfl⟩
  have key : ∀ t, (∑ j ∈ Finset.range N, rotation (axisAngle N j) (W * t) i k) / N =
      ((1 : Matrix (Fin 3) (Fin 3) ℝ) i k + Q / N) + P / N * Real.sin (W * t) +
        (-(Q / N)) * Real.cos (W * t) := by
    intro t
    simp only [rotation, Matrix.add_apply, Matrix.smul_apply, smul_eq_mul,
      Finset.sum_add_distrib, ← Finset.mul_sum, Finset.sum_const, Finset.card_range,
      nsmul_eq_mul, ← hP, ← hQ]
    field_simp
    ring
  simp only [averagedRotation, Matrix.of_apply, key]
  rw [exponential_average W _ _ _ hτ, ← hP, ← hQ]
  field_simp
  ring
```

## (f) Cancellation of the axes

For $N\ge3$, show that

$$\sum_{j=0}^{N-1}\cos\varphi_j=\sum_{j=0}^{N-1}\sin\varphi_j=0 .$$

Let $\omega=e^{2\pi i/N}$, so that $e^{i\varphi_j}=(\omega^2)^j$. The geometric sum gives $(1-\omega^2)\sum_j(\omega^2)^j=1-\omega^{2N}=0$. Since $N\ge3$ does not divide 2, $\omega^2\ne1$ (`hne`), and the sum vanishes. Take real and imaginary parts.

```lean
/-- For `N ≥ 3` the exchange-field axes sum to zero. -/
theorem axis_sum {N : ℕ} (hN : 3 ≤ N) :
    ∑ j ∈ Finset.range N, Real.cos (axisAngle N j) = 0 ∧
    ∑ j ∈ Finset.range N, Real.sin (axisAngle N j) = 0 := by
  have hω := Complex.isPrimitiveRoot_exp N (by omega)
  have hne : Complex.exp (2 * Real.pi * Complex.I / N) ^ 2 ≠ 1 := fun h => by
    have := Nat.le_of_dvd (by norm_num) (hω.dvd_of_pow_eq_one 2 h)
    omega
  -- geometric sum of the squared root of unity
  have h := mul_neg_geom_sum (Complex.exp (2 * Real.pi * Complex.I / N) ^ 2) N
  rw [← pow_mul _ 2 N, mul_comm 2 N, pow_mul _ N 2, hω.pow_eq_one, one_pow, sub_self] at h
  have hs := (mul_eq_zero.1 h).resolve_left (sub_ne_zero.2 hne.symm)
  have term : ∀ j : ℕ, (Complex.exp (2 * Real.pi * Complex.I / N) ^ 2) ^ j =
      Complex.exp ((axisAngle N j : ℝ) * Complex.I) := by
    intro j
    rw [← pow_mul, ← Complex.exp_nat_mul]
    congr 1
    simp only [axisAngle]
    push_cast
    ring
  simp only [term] at hs
  have hre := congrArg Complex.re hs
  have him := congrArg Complex.im hs
  simp only [Complex.re_sum, Complex.exp_ofReal_mul_I_re, Complex.zero_re] at hre
  simp only [Complex.im_sum, Complex.exp_ofReal_mul_I_im, Complex.zero_im] at him
  exact ⟨hre, him⟩
```

## (g) The $z$ row

For $N\ge3$, show that the last row of $M$ is

$$\left(0,\;0,\;\frac1{1+W^2\tau^2}\right).$$

The last row of $K$ is $(-\sin\varphi_j,\cos\varphi_j,0)$, with mean zero by (f). The last row of $K^2$ is $(0,0,-1)$ for every axis. By (e), the first two entries vanish and the third is $1-W^2\tau^2/D=1/D$.

```lean
/-- For `N ≥ 3` axes the averaged rotation has z row `(0, 0, 1/(1 + W²τ²))`. -/
theorem averagedRotation_z_row {N : ℕ} (hN : 3 ≤ N) (W : ℝ) {τ : ℝ} (hτ : 0 < τ) :
    averagedRotation N W τ 2 = ![0, 0, 1 / (1 + W ^ 2 * τ ^ 2)] := by
  obtain ⟨hc, hs⟩ := axis_sum hN
  have hN0 : N ≠ 0 := by omega
  have hD : 1 + W ^ 2 * τ ^ 2 ≠ 0 := by positivity
  ext k
  rw [averagedRotation_apply hN0 W hτ]
  simp only [generator_sq]
  fin_cases k
  · simp [generator, hs]
  · simp [generator, hc]
  · -- the squared generator has zz entry -1 for every axis
    change (1 : Matrix (Fin 3) (Fin 3) ℝ) 2 2 +
      W * τ / (1 + W ^ 2 * τ ^ 2) * ((∑ j ∈ Finset.range N, (0 : ℝ)) / N) +
      W ^ 2 * τ ^ 2 / (1 + W ^ 2 * τ ^ 2) * ((∑ j ∈ Finset.range N, (-1 : ℝ)) / N) =
      1 / (1 + W ^ 2 * τ ^ 2)
    rw [Matrix.one_apply_eq]
    simp [hN0]
    linear_combination (-1 : ℝ) * div_self hD
```

## (h) Decay over many intervals

For $N\ge3$, any initial pseudospin $s$ and $n\ge0$ intervals, show that

$$(M^ns)_z=e^{-\Gamma n\tau}s_z,\qquad \Gamma=\frac{\ln(1+W^2\tau^2)}{\tau}.$$

By (g), each factor $M$ multiplies the $z$ component by $1/D=e^{-\Gamma\tau}$, whatever the in-plane components are. Induction on $n$ finishes the argument.

The power $M^n$ describes scattering that redraws the axis and the free time independently, since the mean of a product of independent rotations is the product of their means. The theorem counts intervals: $n\tau$ is their mean total duration, not a fixed elapsed time. Recombination and other relaxation channels are absent. Within this fixed-$W$ model, the splitting of the two bright branches from a Bethe–Salpeter calculation at finite exciton momentum and a scattering time yield the per-interval rate $\Gamma$, which in general differs from the decay rate in elapsed time.

```lean
/-- For `N ≥ 3`, applying the averaged rotation `n` times multiplies the z component of any
pseudospin `s` by `exp(-Γ n τ)`, with `Γ = ln(1 + W²τ²)/τ`. -/
theorem valley_polarization_decay {N : ℕ} (hN : 3 ≤ N) (W : ℝ) {τ : ℝ} (hτ : 0 < τ)
    (s : Fin 3 → ℝ) (n : ℕ) : (averagedRotation N W τ ^ n *ᵥ s) 2 =
      Real.exp (-(depolarizationRate W τ * (n * τ))) * s 2 := by
  have hz : ∀ v : Fin 3 → ℝ,
      (averagedRotation N W τ *ᵥ v) 2 = 1 / (1 + W ^ 2 * τ ^ 2) * v 2 := by
    intro v
    change averagedRotation N W τ 2 ⬝ᵥ v = _
    rw [averagedRotation_z_row hN W hτ]
    simp [dotProduct, Fin.sum_univ_three]
  have he : Real.exp (-(depolarizationRate W τ * τ)) = 1 / (1 + W ^ 2 * τ ^ 2) := by
    rw [depolarizationRate, div_mul_cancel₀ _ hτ.ne', Real.exp_neg,
      Real.exp_log (by positivity), one_div]
  induction n with
  | zero => simp
  | succ n ih =>
    rw [pow_succ', ← Matrix.mulVec_mulVec, hz, ih, ← he, ← mul_assoc, ← Real.exp_add]
    congr 2
    push_cast
    ring
```

## (i) The weak-precession limit

Show that

$$W^2\tau-\tfrac12W^4\tau^3\le\Gamma\le W^2\tau .$$

Let $x=W^2\tau^2\ge0$. Then $\ln(1+x)\le x$. The difference $\ln(1+x)-2x/(x+2)$ vanishes at $0$ and has derivative $x^2/[(1+x)(x+2)^2]\ge0$, so $\ln(1+x)\ge2x/(x+2)$. Also $(x-x^2/2)(x+2)=2x-x^3/2\le2x$, which gives $2x/(x+2)\ge x-x^2/2$ (`hlow`). Divide by $\tau$.

For $|W|\tau\ll1$ the rate is close to $W^2\tau$, so more frequent scattering slows the depolarization: this is motional narrowing.

```lean
/-- The depolarization rate lies between `W²τ - W⁴τ³/2` and `W²τ`. -/
theorem depolarizationRate_bounds (W : ℝ) {τ : ℝ} (hτ : 0 < τ) :
    W ^ 2 * τ - W ^ 4 * τ ^ 3 / 2 ≤ depolarizationRate W τ ∧
      depolarizationRate W τ ≤ W ^ 2 * τ := by
  obtain ⟨x, hx⟩ : ∃ x, x = W ^ 2 * τ ^ 2 := ⟨_, rfl⟩
  have hx0 : 0 ≤ x := by rw [hx]; positivity
  have hlow : x - x ^ 2 / 2 ≤ 2 * x / (x + 2) := by
    rw [le_div_iff₀ (by positivity)]
    nlinarith [pow_nonneg hx0 3]
  have h1 := Real.le_log_one_add_of_nonneg hx0
  have h2 := Real.log_le_sub_one_of_pos (by positivity : 0 < 1 + x)
  rw [depolarizationRate, ← hx]
  constructor
  · rw [le_div_iff₀ hτ]
    calc _ = x - x ^ 2 / 2 := by rw [hx]; ring
      _ ≤ _ := hlow.trans h1
  · rw [div_le_iff₀ hτ]
    calc _ ≤ x := by linarith
      _ = _ := by rw [hx]; ring
```

## (j) The case N = 2

For $N=2$, show that

$$M_{zy}=\frac{W\tau}{1+W^2\tau^2}.$$

The axes lie at $0$ and $2\pi$, which are the same direction. Thus $\langle K_{zy}\rangle=1$ and $\langle(K^2)_{zy}\rangle=0$, and (e) gives the entry. If $W\ne0$, the pseudospin $(0,1,0)$ starts with no valley polarization and acquires $W\tau/D$ on average after one interval, where the formula in (h) would give zero. The hypothesis $N\ge3$ therefore cannot be weakened to $N\ge2$ in (g) or (h).

```lean
/-- For `N = 2` the averaged rotation has the zy entry `Wτ/(1 + W²τ²)`. -/
theorem averagedRotation_two_axes (W : ℝ) {τ : ℝ} (hτ : 0 < τ) :
    averagedRotation 2 W τ 2 1 = W * τ / (1 + W ^ 2 * τ ^ 2) := by
  have h0 : Real.cos (axisAngle 2 0) = 1 := by simp [axisAngle]
  have h1 : Real.cos (axisAngle 2 1) = 1 := by
    have e : axisAngle 2 1 = 2 * Real.pi := by
      simp only [axisAngle]
      push_cast
      ring
    rw [e, Real.cos_two_pi]
  rw [averagedRotation_apply two_ne_zero W hτ]
  simp only [generator_sq]
  simp [generator, Finset.sum_range_succ, h0, h1]

end ExcitonExchangeDepolarization
```

```lean
#print axioms ExcitonExchangeDepolarization.rotation_bloch
#print axioms ExcitonExchangeDepolarization.valley_polarization_decay
#print axioms ExcitonExchangeDepolarization.depolarizationRate_bounds
#print axioms ExcitonExchangeDepolarization.averagedRotation_two_axes
```

```
'ExcitonExchangeDepolarization.rotation_bloch' depends on axioms: [propext, Classical.choice, Quot.sound]
'ExcitonExchangeDepolarization.valley_polarization_decay' depends on axioms: [propext, Classical.choice, Quot.sound]
'ExcitonExchangeDepolarization.depolarizationRate_bounds' depends on axioms: [propext, Classical.choice, Quot.sound]
'ExcitonExchangeDepolarization.averagedRotation_two_axes' depends on axioms: [propext, Classical.choice, Quot.sound]
```
